# A lower bound on the orbital-energy cost of mixing virtual orbitals into the occupied space of a block-diagonal Fock matrix

Take one electron, a filled level of energy ε_o and an empty level of energy ε_v. Mix the empty orbital into the filled one with a real amplitude t. The normalised orbital is (1, t)/√(1+t²), and its energy is

(ε_o + t² ε_v)/(1+t²) = ε_o + (ε_v − ε_o) t²/(1+t²).

The cost is the gap times the population t²/(1+t²) that has moved to the upper level. With many levels of different energies the equality becomes a lower bound, with the gap measured from the top of the occupied levels to the bottom of the virtual ones.

## The bound for N occupied orbitals

Let F = diag(F_oo, F_vv) be a fixed real symmetric Fock matrix in an orthonormal basis of N occupied and finitely many virtual orbitals. Suppose that no eigenvalue of F_oo exceeds ε_o and that none of F_vv lies below ε_v. Let t be a real matrix with virtual rows and occupied columns, and P the orthogonal projector onto the columns of C = [1; t]. Then

tr(FP) − tr F_oo ≥ (ε_v − ε_o) tr(tᵀt (1+tᵀt)⁻¹).

The columns of C are the occupied orbitals of the determinant exp(T₁)|Φ⟩, where Φ is the reference and T₁ the single-excitation operator with amplitudes t. Thouless's theorem says that every determinant of real orbitals not orthogonal to Φ has this form up to a factor. The bound starts from the orbitals [1; t] and doesn't need that theorem.

## What it says about a self-consistent-field iteration

In its simplest form, without damping, level shifts or extrapolation, one iteration builds F from the old density P_old, diagonalises it and fills the N lowest orbitals to get P_new. Both densities are written in an orthonormal basis with one electron per orbital, so a closed-shell density matrix that counts two electrons per orbital must first be halved. Let P_old be the density of a real determinant, which a starting guess need not be. In the basis of the new orbitals F is diagonal, P_new is the reference, and ε_o and ε_v are the highest filled and lowest empty eigenvalues. The distance form of the bound, derived below, then reads

tr(F P_old) − tr(F P_new) ≥ ½ (ε_v − ε_o) ‖P_old − P_new‖²,

with the Frobenius norm. For the frozen F of that iteration, a large change of density across a wide gap must lower the sum of orbital energies by a correspondingly large amount. The change of basis here is made outside Lean.

A code that holds amplitudes t, for instance coupled-cluster singles, can form S = 1 + tᵀt, factorise it as S = LLᵀ, and obtain orthonormal orbitals C L⁻ᵀ. The squared norm of their virtual rows, ‖t L⁻ᵀ‖², is the trace on the right of the bound. If the array is stored with the occupied index first, it is tᵀ in this notation.

## Electrons above the gap and holes below it

**The projector.** Since xᵀSx = |x|² + |tx|² > 0 for x ≠ 0, S is invertible. Also CᵀC = S. Put P = C S⁻¹ Cᵀ. Then Pᵀ = P, and

PC = C S⁻¹ S = C,
P² = (PC) S⁻¹ Cᵀ = P,
tr P = tr(S⁻¹ CᵀC) = N.

If Px = x, then x = Cc with c = S⁻¹Cᵀx. Conversely, PCc = Cc. So P projects onto the columns of C.

**Two nonnegative traces.** If A is positive semidefinite and B has columns b_j, then

tr(A BBᵀ) = Σ_j b_jᵀ A b_j ≥ 0.

The virtual block of P has this form BBᵀ, because P² = P and Pᵀ = P give

P_ab = Σ_k P_ak P_kb = Σ_k P_ak P_bk,

where a and b are virtual and k runs over all orbitals. The same holds for the occupied block 1 − P_oo of the projector 1 − P, which describes the holes. Therefore

tr((F_vv − ε_v 1) P_vv) ≥ 0,
tr((ε_o 1 − F_oo)(1 − P_oo)) ≥ 0.

**The sum.** Write n_v = tr P_vv for the virtual population. As tr P = N, the number of holes tr(1 − P_oo) is also n_v. The two inequalities become

tr(F_vv P_vv) ≥ ε_v n_v,
tr(F_oo P_oo) − tr F_oo ≥ −ε_o n_v.

F has no off-diagonal blocks, so tr(FP) = tr(F_oo P_oo) + tr(F_vv P_vv), and addition gives

tr(FP) − tr F_oo ≥ (ε_v − ε_o) n_v.

Up to here only the projector property and the trace of P were used. For C = [1; t] the virtual block is P_vv = t S⁻¹ tᵀ, and cyclicity of the trace gives n_v = tr(tᵀt S⁻¹), which is the claim.

**Distance and equality.** Let R be the reference density, with 1 in the occupied block and 0 elsewhere. Then

‖P − R‖² = tr P + tr R − 2 tr(RP) = 2N − 2 tr P_oo = 2 n_v,

so the excess is at least ½(ε_v − ε_o)‖P − R‖². If ε_o < ε_v and the excess is zero, P = R. If F_oo = ε_o 1 and F_vv = ε_v 1, then tr(FP) = ε_o(N − n_v) + ε_v n_v, and the bound is an equality.

## The Lean source

```lean
import Mathlib

open Matrix

namespace ThoulessAufbau

noncomputable section

variable {occ vir : Type*} [Fintype occ] [DecidableEq occ] [Fintype vir] [DecidableEq vir]

/-- The Fock matrix without occupied-virtual coupling, `diag(F_oo, F_vv)`. -/
def fock (Foo : Matrix occ occ ℝ) (Fvv : Matrix vir vir ℝ) :
    Matrix (occ ⊕ vir) (occ ⊕ vir) ℝ :=
  fromBlocks Foo 0 0 Fvv

/-- The density matrix of the reference determinant: occupied orbitals filled, virtual ones
empty. -/
def reference : Matrix (occ ⊕ vir) (occ ⊕ vir) ℝ := fromBlocks 1 0 0 0

/-- The rotated, non-orthonormal occupied orbitals, the columns of `[1; t]`. -/
def orbitals (t : Matrix vir occ ℝ) : Matrix (occ ⊕ vir) occ ℝ := fromRows 1 t

/-- The matrix `1 + tᵀ t`. -/
def overlap (t : Matrix vir occ ℝ) : Matrix occ occ ℝ := 1 + tᵀ * t

/-- The density matrix `C (1 + tᵀ t)⁻¹ Cᵀ` built from the rotated orbitals `C = [1; t]`. -/
def density (t : Matrix vir occ ℝ) : Matrix (occ ⊕ vir) (occ ⊕ vir) ℝ :=
  orbitals t * (overlap t)⁻¹ * (orbitals t)ᵀ

/-- The density matrix of a real determinant: an orthogonal projector whose trace is the number
of occupied orbitals. -/
structure IsDeterminant (P : Matrix (occ ⊕ vir) (occ ⊕ vir) ℝ) : Prop where
  symm : Pᵀ = P
  idem : P * P = P
  trace_eq : trace P = Fintype.card occ

omit [DecidableEq vir] in
/-- The density built from `[1; t]` is that of a determinant, and the vectors it leaves fixed
are exactly the combinations of the columns of `[1; t]`. -/
theorem density_projector (t : Matrix vir occ ℝ) :
    IsDeterminant (density t) ∧
      ∀ x, density t *ᵥ x = x ↔ ∃ c, orbitals t *ᵥ c = x := by
  -- the overlap matrix is positive definite, hence invertible
  have hpsd : (tᵀ * t).PosSemidef := by
    simpa [conjTranspose_eq_transpose_of_trivial] using posSemidef_conjTranspose_mul_self t
  have hu : IsUnit (overlap t).det :=
    (PosDef.one.add_posSemidef hpsd).det_pos.ne'.isUnit
  have hG : (orbitals t)ᵀ * orbitals t = overlap t := by
    simp [orbitals, overlap, transpose_fromRows, fromCols_mul_fromRows]
  have hS : (overlap t)ᵀ = overlap t := by simp [overlap, transpose_mul]
  have hPC : density t * orbitals t = orbitals t := by
    rw [density, Matrix.mul_assoc, hG, Matrix.mul_assoc, nonsing_inv_mul _ hu, Matrix.mul_one]
  refine ⟨⟨?_, ?_, ?_⟩, fun x => ⟨fun h => ?_, ?_⟩⟩
  · rw [density, transpose_mul, transpose_mul, transpose_transpose, transpose_nonsing_inv, hS,
      Matrix.mul_assoc]
  · have h : density t * (orbitals t * (overlap t)⁻¹ * (orbitals t)ᵀ) =
        orbitals t * (overlap t)⁻¹ * (orbitals t)ᵀ := by
      rw [← Matrix.mul_assoc, ← Matrix.mul_assoc, hPC]
    exact h
  · rw [density, trace_mul_comm, ← Matrix.mul_assoc, hG, mul_nonsing_inv _ hu, trace_one]
  · refine ⟨((overlap t)⁻¹ * (orbitals t)ᵀ) *ᵥ x, ?_⟩
    rw [mulVec_mulVec, ← Matrix.mul_assoc]
    exact h
  · rintro ⟨c, rfl⟩
    rw [mulVec_mulVec, hPC]

/-- The trace of a positive semidefinite matrix times a Gram matrix `B Bᵀ` is nonnegative. -/
theorem trace_mul_gram_nonneg {m n : Type*} [Fintype m] [Fintype n]
    {A : Matrix m m ℝ} (hA : A.PosSemidef) (B : Matrix m n ℝ) :
    0 ≤ trace (A * (B * Bᵀ)) := by
  have h : trace (A * (B * Bᵀ)) = ∑ j, (fun i => B i j) ⬝ᵥ A *ᵥ (fun i => B i j) := by
    rw [← Matrix.mul_assoc, trace_mul_comm]
    simp only [trace, diag_apply, mul_apply, transpose_apply, dotProduct, mulVec]
  rw [h]
  refine Finset.sum_nonneg fun j _ => ?_
  simpa using hA.dotProduct_mulVec_nonneg (fun i => B i j)

/-- A block of an orthogonal projector `Q`, with rows and columns selected by the same map, is
the Gram matrix of the selected rows of `Q`. -/
theorem projector_block_gram {m n : Type*} [Fintype n] {Q : Matrix n n ℝ}
    (hs : Qᵀ = Q) (hi : Q * Q = Q) (f : m → n) :
    Q.submatrix f f = Q.submatrix f id * (Q.submatrix f id)ᵀ := by
  ext i j
  have h := congrFun (congrFun hi (f i)) (f j)
  rw [mul_apply] at h
  simp only [submatrix_apply, mul_apply, transpose_apply, id]
  rw [← h]
  refine Finset.sum_congr rfl fun k _ => ?_
  have e : Q k (f j) = Q (f j) k := congrFun (congrFun hs (f j)) k
  rw [e]

omit [DecidableEq occ] [DecidableEq vir] in
/-- The energy `tr(FP)` is the sum of an occupied and a virtual contribution. -/
theorem energy_split (Foo : Matrix occ occ ℝ) (Fvv : Matrix vir vir ℝ)
    (P : Matrix (occ ⊕ vir) (occ ⊕ vir) ℝ) :
    trace (fock Foo Fvv * P) = trace (Foo * P.toBlocks₁₁) + trace (Fvv * P.toBlocks₂₂) := by
  simp [fock, trace, mul_apply, Fintype.sum_sum_type, toBlocks₁₁, toBlocks₂₂]

/-- If `F_vv ≥ εv` and `F_oo ≤ εo` as quadratic forms, the energy of any determinant exceeds
`tr F_oo` by at least `εv - εo` times its virtual population. -/
theorem determinant_bound {Foo : Matrix occ occ ℝ} {Fvv : Matrix vir vir ℝ} {εo εv : ℝ}
    (hv : (Fvv - εv • 1).PosSemidef) (ho : (εo • 1 - Foo).PosSemidef)
    {P : Matrix (occ ⊕ vir) (occ ⊕ vir) ℝ} (hP : IsDeterminant P) :
    (εv - εo) * trace P.toBlocks₂₂ ≤ trace (fock Foo Fvv * P) - trace Foo := by
  -- particles in the virtual space
  have h1 : 0 ≤ trace ((Fvv - εv • 1) * P.toBlocks₂₂) := by
    change 0 ≤ trace ((Fvv - εv • 1) * P.submatrix Sum.inr Sum.inr)
    rw [projector_block_gram hP.symm hP.idem]
    exact trace_mul_gram_nonneg hv _
  -- holes in the occupied space, described by the projector `1 - P`
  have h2 : 0 ≤ trace ((εo • 1 - Foo) * (1 - P.toBlocks₁₁)) := by
    have e : 1 - P.toBlocks₁₁ = (1 - P).submatrix Sum.inl Sum.inl := by
      ext i j
      simp [toBlocks₁₁, one_apply]
    have hs : (1 - P)ᵀ = 1 - P := by rw [transpose_sub, transpose_one, hP.symm]
    have hi : (1 - P) * (1 - P) = 1 - P := by
      simp only [sub_mul, mul_sub, one_mul, mul_one, hP.idem, sub_self, sub_zero]
    rw [e, projector_block_gram hs hi]
    exact trace_mul_gram_nonneg ho _
  have hN : trace P.toBlocks₁₁ + trace P.toBlocks₂₂ = Fintype.card occ := by
    rw [← hP.trace_eq]
    simp [trace, Fintype.sum_sum_type, toBlocks₁₁, toBlocks₂₂]
  simp only [sub_mul, mul_sub, Matrix.smul_mul, one_mul, mul_one, trace_sub, trace_smul,
    trace_one, smul_eq_mul] at h1 h2
  rw [← hN] at h2
  rw [energy_split]
  linarith

omit [DecidableEq vir] in
/-- The virtual population of the density built from `[1; t]` is `tr(tᵀ t (1 + tᵀ t)⁻¹)`. -/
theorem virtual_population (t : Matrix vir occ ℝ) :
    trace (density t).toBlocks₂₂ = trace (tᵀ * t * (1 + tᵀ * t)⁻¹) := by
  have h : (density t).toBlocks₂₂ = t * (overlap t)⁻¹ * tᵀ := by
    ext i j
    simp only [density, orbitals, toBlocks₂₂, of_apply, mul_apply, transpose_apply,
      fromRows_apply_inr]
  rw [h, trace_mul_comm, ← Matrix.mul_assoc, overlap]

/-- Quantitative aufbau bound: if `F_vv ≥ εv` and `F_oo ≤ εo` as quadratic forms, rotating the
occupied orbitals to `[1; t]` costs at least `(εv - εo) tr(tᵀ t (1 + tᵀ t)⁻¹)`. -/
theorem thouless_aufbau_bound {Foo : Matrix occ occ ℝ} {Fvv : Matrix vir vir ℝ} {εo εv : ℝ}
    (hv : (Fvv - εv • 1).PosSemidef) (ho : (εo • 1 - Foo).PosSemidef) (t : Matrix vir occ ℝ) :
    trace (fock Foo Fvv * density t) - trace Foo ≥
      (εv - εo) * trace (tᵀ * t * (1 + tᵀ * t)⁻¹) := by
  rw [← virtual_population]
  exact determinant_bound hv ho (density_projector t).1

/-- The bound is sharp: it is an equality for every `t` when all occupied levels equal `εo` and
all virtual levels equal `εv`. -/
theorem flat_levels_equality (εo εv : ℝ) (t : Matrix vir occ ℝ) :
    trace (fock (εo • 1) (εv • 1) * density t) - trace (εo • (1 : Matrix occ occ ℝ)) =
      (εv - εo) * trace (tᵀ * t * (1 + tᵀ * t)⁻¹) := by
  have hN : trace (density t).toBlocks₁₁ + trace (density t).toBlocks₂₂ = Fintype.card occ := by
    rw [← (density_projector t).1.trace_eq]
    simp [trace, Fintype.sum_sum_type, toBlocks₁₁, toBlocks₂₂]
  rw [← virtual_population, energy_split]
  simp only [Matrix.smul_mul, one_mul, trace_smul, trace_one, smul_eq_mul]
  linear_combination εo * hN

/-- If `F_vv ≥ εv` and `F_oo ≤ εo` as quadratic forms, the energy excess of a determinant is at
least `(εv - εo)/2` times the squared Frobenius distance of its density from the reference. -/
theorem density_error_bound {Foo : Matrix occ occ ℝ} {Fvv : Matrix vir vir ℝ} {εo εv : ℝ}
    (hv : (Fvv - εv • 1).PosSemidef) (ho : (εo • 1 - Foo).PosSemidef)
    {P : Matrix (occ ⊕ vir) (occ ⊕ vir) ℝ} (hP : IsDeterminant P) :
    (εv - εo) / 2 * trace ((P - reference)ᵀ * (P - reference)) ≤
      trace (fock Foo Fvv * P) - trace Foo := by
  have hR : (reference : Matrix (occ ⊕ vir) (occ ⊕ vir) ℝ)ᵀ = reference := by
    simp [reference, fromBlocks_transpose]
  have hRR : (reference : Matrix (occ ⊕ vir) (occ ⊕ vir) ℝ) * reference = reference := by
    simp [reference, fromBlocks_multiply]
  have hRt : trace (reference : Matrix (occ ⊕ vir) (occ ⊕ vir) ℝ) = Fintype.card occ := by
    simp [reference, trace, Fintype.sum_sum_type]
  have hRP : trace (reference * P) = trace P.toBlocks₁₁ := by
    have h : trace (reference * P) = _ := energy_split 1 0 P
    simpa using h
  have hN : trace P.toBlocks₁₁ + trace P.toBlocks₂₂ = Fintype.card occ := by
    rw [← hP.trace_eq]
    simp [trace, Fintype.sum_sum_type, toBlocks₁₁, toBlocks₂₂]
  -- the squared distance is twice the virtual population
  have hD : trace ((P - reference)ᵀ * (P - reference)) = 2 * trace P.toBlocks₂₂ := by
    rw [transpose_sub, hP.symm, hR, sub_mul, mul_sub, mul_sub, hP.idem, hRR, trace_sub,
      trace_sub, trace_sub, trace_mul_comm P reference, hRP, hRt, hP.trace_eq]
    linarith
  have hb := determinant_bound hv ho hP
  rw [hD]
  linarith

/-- If `F_vv ≥ εv` and `F_oo ≤ εo` as quadratic forms and `εo < εv`, the reference is the only
determinant density with energy `tr F_oo`. -/
theorem reference_unique {Foo : Matrix occ occ ℝ} {Fvv : Matrix vir vir ℝ} {εo εv : ℝ}
    (hv : (Fvv - εv • 1).PosSemidef) (ho : (εo • 1 - Foo).PosSemidef) (gap : εo < εv)
    {P : Matrix (occ ⊕ vir) (occ ⊕ vir) ℝ} (hP : IsDeterminant P) :
    trace (fock Foo Fvv * P) = trace Foo ↔ P = reference := by
  constructor
  · intro h
    have hb := density_error_bound hv ho hP
    rw [h, sub_self] at hb
    have h0 : 0 ≤ trace ((P - reference)ᵀ * (P - reference)) := by
      simp only [trace, diag_apply, mul_apply, transpose_apply]
      exact Finset.sum_nonneg fun i _ => Finset.sum_nonneg fun k _ => mul_self_nonneg _
    -- a positive gap forces the distance to vanish
    have hz : trace ((P - reference)ᴴ * (P - reference)) = 0 := by
      rw [conjTranspose_eq_transpose_of_trivial]
      rcases h0.eq_or_lt with h1 | h1
      · exact h1.symm
      · exact absurd hb (not_le_of_gt (mul_pos (by linarith) h1))
    exact sub_eq_zero.mp (trace_conjTranspose_mul_self_eq_zero_iff.mp hz)
  · rintro rfl
    rw [energy_split]
    simp [reference]

end

end ThoulessAufbau
```

```lean
#print axioms ThoulessAufbau.thouless_aufbau_bound
-- 'ThoulessAufbau.thouless_aufbau_bound' depends on axioms: [propext, Classical.choice, Quot.sound]
#print axioms ThoulessAufbau.flat_levels_equality
-- 'ThoulessAufbau.flat_levels_equality' depends on axioms: [propext, Classical.choice, Quot.sound]
#print axioms ThoulessAufbau.reference_unique
-- 'ThoulessAufbau.reference_unique' depends on axioms: [propext, Classical.choice, Quot.sound]
```

## What the theorems say, and how they are proved

The finite types `occ` and `vir` label the orbitals, and `occ ⊕ vir` labels the whole basis. `fock Foo Fvv` is F, and `orbitals t` is C, whose columns are not normalised. `overlap t` is S, the overlap of the rotated orbitals with each other and not the atomic-orbital overlap matrix. `density t` is P, with one electron per orbital. The hypotheses `hv` and `ho` state the two eigenvalue bounds as positive semidefiniteness, which in Mathlib includes symmetry of the matrix.

`thouless_aufbau_bound` is the stated inequality, for either sign of ε_v − ε_o. `determinant_bound` is the version with n_v, for every P satisfying `IsDeterminant`: symmetric, idempotent and of trace N. This includes determinants orthogonal to the reference, which no finite t reaches.

The proofs follow the derivation:

- `density_projector` gets invertibility of S from positive definiteness, proves PC = C as `hPC`, and derives from it that P is idempotent and fixes every combination of the columns of C. That every fixed vector is such a combination follows from the definition of P.
- `trace_mul_gram_nonneg` rewrites the trace as a sum of quadratic forms, and `projector_block_gram` reads the block identity off one entry of `Q * Q = Q`.
- In `determinant_bound`, `h1` is the electron inequality, `h2` the hole inequality and `hN` the electron count. After `energy_split` separates the energy, `linarith` adds them.
- `virtual_population` converts tr P_vv into the expression in t, which turns `determinant_bound` into the main theorem.
- `flat_levels_equality` substitutes the electron count into the energy of flat levels.
- `density_error_bound` proves ‖P − R‖² = 2n_v as `hD`. `reference_unique` then uses the positive gap to force this distance to zero.

The strict gap in `reference_unique` can't be weakened to ε_o ≤ ε_v: with one occupied and one virtual level at the same energy, every determinant has that energy.

Determinants could also be modelled by orthonormal coefficient matrices, with CᵀC = 1 and P = CCᵀ. The virtual block would then be a Gram matrix at once, but for N ≥ 1 one determinant density would correspond to more than one C, and uniqueness would hold only up to an orthogonal transformation of the occupied orbitals.

## From orbital-energy sums to total energies

The theorems concern tr(FP) with F held fixed, which is the energy of non-interacting electrons. In Hartree–Fock theory F depends on the density. With F, P and R written in a basis of spin orbitals, the total energy changes by

tr(F(P − R)) + ½ tr(G(P − R)(P − R)),

where F is built from R and G(D) is the Coulomb and exchange matrix of a density change D. If R is a Hartree–Fock solution, F has no occupied-virtual block and the bound controls the first term. The second can be negative and outweigh the first, so a Hartree–Fock solution with a positive gap need not be a minimum of the total energy. Complex orbitals and fractional occupations would need a different statement of the hypotheses.
